# Symmetric and antisymmetric CI vectors under exchange of alpha and beta strings: dimensions and decoupling

In a full CI space with equal numbers a of alpha and beta electrons in K orbitals, a vector that is symmetric under exchange of alpha and beta strings is fixed by one amplitude per unordered pair of strings, and an antisymmetric one by one amplitude per unordered pair of distinct strings. A calculation confined to one of these smaller spaces reaches only states of that exchange symmetry. Here the free amplitudes are counted and the Hamiltonian action is shown to preserve each symmetry, for real coefficients, the same operators on both spins and a symmetric opposite-spin coupling.

## Strings, sectors and the sigma vector

```lean
import Mathlib

open Matrix Module

namespace SpinFlipCI

noncomputable section
```

A string is the set of a occupied orbitals of one spin.

```lean
/-- Occupation strings of one spin: `a` occupied orbitals chosen among `K`. -/
abbrev SpinString (K a : ℕ) := {s : Finset (Fin K) // s.card = a}
```

A CI vector is a real matrix C(I,J), with alpha string I and beta string J from a type ι. String exchange is transposition, and `sector ι ε` is the subspace with Cᵀ = εC for real ε. The fermionic phase of the physical spin flip and the link to total spin are not modelled.

```lean
/-- CI coefficient arrays `C I J` (alpha string `I`, beta string `J`) that are multiplied by `ε`
when alpha and beta strings are exchanged. -/
def sector (ι : Type*) (ε : ℝ) : Submodule ℝ (Matrix ι ι ℝ) where
  carrier := {C | Cᵀ = ε • C}
  add_mem' := by
    intro C D hC hD
    have hC' : Cᵀ = ε • C := hC
    have hD' : Dᵀ = ε • D := hD
    show (C + D)ᵀ = ε • (C + D)
    rw [transpose_add, hC', hD', smul_add]
  zero_mem' := by simp
  smul_mem' := by
    intro c C hC
    have hC' : Cᵀ = ε • C := hC
    show (c • C)ᵀ = ε • (c • C)
    rw [transpose_smul, hC', smul_comm]

/-- CI vectors symmetric under exchange of alpha and beta strings. -/
abbrev symSector (ι : Type*) := sector ι 1

/-- CI vectors antisymmetric under exchange of alpha and beta strings. -/
abbrev antiSector (ι : Type*) := sector ι (-1)
```

A function f on unordered pairs {I,J}, Lean's `s(I, J)` in `Sym2 ι` with I = J allowed, defines C(I,J) = f({I,J}).

```lean
/-- The CI vector built from one amplitude per unordered pair of strings. -/
def ofUnorderedPairs (ι : Type*) : (Sym2 ι → ℝ) →ₗ[ℝ] Matrix ι ι ℝ where
  toFun f := Matrix.of fun I J => f s(I, J)
  map_add' := by intro f g; ext I J; simp
  map_smul' := by intro c f; ext I J; simp
```

The overlap ⟨C,D⟩ = Σ_I Σ_J C(I,J) D(I,J) treats the determinants as orthonormal.

```lean
variable {ι κ : Type*}

/-- The overlap `∑ C(I,J) D(I,J)` of two real CI vectors. -/
def overlap [Fintype ι] (C D : Matrix ι ι ℝ) : ℝ := ∑ I, ∑ J, C I J * D I J
```

The Hamiltonian action is postulated as

σ(C) = AC + CAᵀ + Σ_p Σ_q g_pq E_p C E_qᵀ.

Here A stands for the same-spin part, E_p for an excitation operator on strings (p, q in κ label orbital pairs) and g_pq for two-electron integrals. A and E_p are arbitrary matrices, not built from creation operators; sharing them between spins represents common spatial orbitals and a spin-independent Hamiltonian.

```lean
/-- The sigma vector: the string operator `A` acting on the alpha and on the beta index, plus the
opposite-spin term with `E p` on alpha, `E q` on beta and coupling `g p q`. -/
def sigma [Fintype ι] [Fintype κ] (A : Matrix ι ι ℝ) (E : κ → Matrix ι ι ℝ) (g : κ → κ → ℝ)
    (C : Matrix ι ι ℝ) : Matrix ι ι ℝ :=
  A * C + C * Aᵀ + ∑ p, ∑ q, g p q • (E p * C * (E q)ᵀ)
```

## (a) The sector condition in components

Show that C lies in sector ε exactly when C(J,I) = ε C(I,J) for all I, J.

The (I,J) entry of Cᵀ is C(J,I). Lean reads off entries with `congrFun` and reassembles them with `ext`.

```lean
/-- A CI vector lies in the sector `ε` exactly when `C(J,I) = ε C(I,J)` for all strings. -/
theorem mem_sector {ε : ℝ} {C : Matrix ι ι ℝ} :
    C ∈ sector ι ε ↔ ∀ I J, C J I = ε * C I J := by
  constructor
  · intro h I J
    have h' : Cᵀ = ε • C := h
    exact congrFun (congrFun h' I) J
  · intro h
    show Cᵀ = ε • C
    ext I J
    exact h I J
```

## (b) Complementary subspaces

Show that every C is uniquely a symmetric plus an antisymmetric vector.

For a vector C lying in both sectors at once, C(I,J) = C(J,I) = −C(I,J), so C = 0 (`linarith`), which gives uniqueness. Existence follows from

C = (C + Cᵀ)/2 + (C − Cᵀ)/2,

checked entrywise by `ring`. `IsCompl` combines zero intersection with full sum.

```lean
/-- The symmetric and antisymmetric CI vectors are complementary subspaces. -/
theorem isCompl_sym_anti : IsCompl (symSector ι) (antiSector ι) := by
  constructor
  · rw [Submodule.disjoint_def]
    intro C hs ha
    ext I J
    have h1 := mem_sector.1 hs I J
    have h2 := mem_sector.1 ha I J
    simp only [Matrix.zero_apply]
    linarith
  · rw [codisjoint_iff, eq_top_iff]
    intro C _
    -- C = (C + Cᵀ)/2 + (C - Cᵀ)/2
    refine Submodule.mem_sup.2 ⟨(1 / 2 : ℝ) • (C + Cᵀ), mem_sector.2 fun I J => ?_,
      (1 / 2 : ℝ) • (C - Cᵀ), mem_sector.2 fun I J => ?_, Matrix.ext fun I J => ?_⟩
    all_goals
      simp only [Matrix.smul_apply, Matrix.add_apply, Matrix.sub_apply, Matrix.transpose_apply,
        smul_eq_mul]
      ring
```

## (c) Amplitudes on unordered pairs

Show that the symmetric vectors are exactly those of the form f({I,J}).

Since {J,I} = {I,J} (`Sym2.eq_swap`), such a vector is symmetric. Conversely, for symmetric C the rule f({I,J}) = C(I,J) is independent of the order, which is what `Sym2.lift` requires.

```lean
/-- The symmetric CI vectors are exactly those built from amplitudes on unordered string pairs. -/
theorem range_ofUnorderedPairs : LinearMap.range (ofUnorderedPairs ι) = symSector ι := by
  ext C
  constructor
  · rintro ⟨f, rfl⟩
    refine mem_sector.2 fun I J => ?_
    show f s(J, I) = 1 * f s(I, J)
    rw [one_mul, Sym2.eq_swap]
  · intro hC
    have h := mem_sector.1 hC
    refine ⟨Sym2.lift ⟨fun I J => C I J, fun I J => by simpa using h J I⟩, ?_⟩
    ext I J
    rfl
```

## (d) The symmetric dimension

For n strings, find the dimension of the symmetric sector; binom(·,·) denotes the binomial coefficient, which the docstrings in (d) to (f) write as C(·,·), not to be confused with the entries of a CI vector C.

The map f ↦ C is linear and injective (`hinj`), because each value of f is an entry of C. The dimension `finrank` therefore equals the number of unordered pairs, supplied by `Sym2.card`:

n + n(n−1)/2 = binom(n+1, 2).

```lean
/-- For `n` strings the symmetric sector has dimension `C(n+1, 2)`. -/
theorem finrank_symSector [Fintype ι] :
    finrank ℝ (symSector ι) = (Fintype.card ι + 1).choose 2 := by
  classical
  have hinj : Function.Injective (ofUnorderedPairs ι) := by
    intro f g h
    funext z
    induction z using Sym2.ind with
    | _ I J => exact congrFun (congrFun h I) J
  -- one free amplitude per unordered pair of strings
  rw [← range_ofUnorderedPairs, LinearMap.finrank_range_of_inj hinj,
    Module.finrank_fintype_fun_eq_card, Sym2.card]
```

## (e) The antisymmetric dimension

Find the dimension of the antisymmetric sector.

By (b) the dimensions add to n² (`hsum`, `hall`), and

binom(n+1, 2) + binom(n, 2) = (n+1)n/2 + n(n−1)/2 = n²,

which `hsq` verifies in ℚ. Cancelling (d) leaves binom(n, 2).

```lean
/-- For `n` strings the antisymmetric sector has dimension `C(n, 2)`. -/
theorem finrank_antiSector [Fintype ι] :
    finrank ℝ (antiSector ι) = (Fintype.card ι).choose 2 := by
  -- the two dimensions add up to n²
  have hsum := Submodule.finrank_add_eq_of_isCompl (isCompl_sym_anti (ι := ι))
  have hall : finrank ℝ (Matrix ι ι ℝ) = Fintype.card ι * Fintype.card ι := by
    simp [Module.finrank_matrix]
  have hsq : ∀ n : ℕ, (n + 1).choose 2 + n.choose 2 = n * n := by
    intro n
    have h : (((n + 1).choose 2 + n.choose 2 : ℕ) : ℚ) = ((n * n : ℕ) : ℚ) := by
      simp only [Nat.cast_add, Nat.cast_mul, Nat.cast_choose_two, Nat.cast_one]
      ring
    exact Nat.cast_injective h
  rw [finrank_symSector, hall, ← hsq] at hsum
  exact Nat.add_left_cancel hsum
```

## (f) The CI space with M = binom(K,a) strings

Show that for all K and a the sectors over `SpinString K a` are complementary with

dim sym = M(M+1)/2, dim anti = M(M−1)/2.

There are M strings (`hcard`); put n = M in (d) and (e) and expand with `Nat.choose_two_right`. Two orbitals with a = 1 give M = 2 and dimensions 3 and 1; M = 1 gives 1 and 0. The divisions are exact, and for a > K, where M = 0, the factor M makes the truncated subtraction harmless.

```lean
/-- For `a` alpha and `a` beta electrons in `K` orbitals, with `M = C(K,a)`, the symmetric and
antisymmetric CI vectors form complementary subspaces of dimensions `M(M+1)/2` and `M(M-1)/2`. -/
theorem spinFlip_sector_dimensions (K a : ℕ) :
    IsCompl (symSector (SpinString K a)) (antiSector (SpinString K a)) ∧
    finrank ℝ (symSector (SpinString K a)) = K.choose a * (K.choose a + 1) / 2 ∧
    finrank ℝ (antiSector (SpinString K a)) = K.choose a * (K.choose a - 1) / 2 := by
  have hcard : Fintype.card (SpinString K a) = K.choose a := by
    rw [Fintype.card_finset_len, Fintype.card_fin]
  refine ⟨isCompl_sym_anti, ?_, ?_⟩
  · rw [finrank_symSector, hcard, Nat.choose_two_right, Nat.add_sub_cancel, mul_comm]
  · rw [finrank_antiSector, hcard, Nat.choose_two_right]
```

## (g) Orthogonality

Show ⟨C,D⟩ = 0 for symmetric C and antisymmetric D.

Relabelling I ↔ J (`Finset.sum_comm`) gives

⟨C,D⟩ = Σ_I Σ_J C(J,I) D(J,I) = Σ_I Σ_J C(I,J) (−D(I,J)) = −⟨C,D⟩,

and `linarith` concludes.

```lean
/-- A symmetric and an antisymmetric CI vector have zero overlap. -/
theorem overlap_sym_anti [Fintype ι] {C D : Matrix ι ι ℝ} (hC : C ∈ symSector ι)
    (hD : D ∈ antiSector ι) : overlap C D = 0 := by
  -- relabelling I ↔ J turns the sum into its negative
  have h : ∑ I, ∑ J, C I J * D I J = -∑ I, ∑ J, C I J * D I J := by
    conv_lhs => rw [Finset.sum_comm]
    simp only [← Finset.sum_neg_distrib]
    refine Finset.sum_congr rfl fun I _ => Finset.sum_congr rfl fun J _ => ?_
    rw [mem_sector.1 hC I J, mem_sector.1 hD I J]
    ring
  unfold overlap
  linarith
```

## (h) σ commutes with exchange

Assume g_pq = g_qp (`hg`), which stands for the symmetry of the Coulomb integrals under exchange of the two electrons and is not derived. Show σ(C)ᵀ = σ(Cᵀ).

Transposing term by term,

σ(C)ᵀ = CᵀAᵀ + ACᵀ + Σ_p Σ_q g_pq E_q Cᵀ E_pᵀ.

The first two terms trade places (`add_comm`). Renaming p ↔ q turns the summand into g_qp E_p Cᵀ E_qᵀ, and `hg q p` restores g_pq.

```lean
/-- For a symmetric opposite-spin coupling, forming the sigma vector commutes with the exchange of
alpha and beta strings. -/
theorem sigma_transpose [Fintype ι] [Fintype κ] (A : Matrix ι ι ℝ) (E : κ → Matrix ι ι ℝ)
    {g : κ → κ → ℝ} (hg : ∀ p q, g p q = g q p) (C : Matrix ι ι ℝ) :
    (sigma A E g C)ᵀ = sigma A E g Cᵀ := by
  simp only [sigma, transpose_add, transpose_mul, transpose_transpose, transpose_sum,
    transpose_smul, Matrix.mul_assoc]
  rw [add_comm (Cᵀ * Aᵀ), Finset.sum_comm]
  congr 1
  refine Finset.sum_congr rfl fun p _ => Finset.sum_congr rfl fun q _ => ?_
  rw [hg q p]
```

## (i) σ preserves each sector

For symmetric g and Cᵀ = εC, show that σ(C) lies in sector ε.

By (h) and linearity, with `simp only` pulling ε out of each term,

σ(C)ᵀ = σ(Cᵀ) = σ(εC) = ε σ(C).

```lean
/-- For a symmetric opposite-spin coupling, the sigma vector of a CI vector in the sector `ε`
lies in the same sector. -/
theorem sigma_mem_sector [Fintype ι] [Fintype κ] (A : Matrix ι ι ℝ) (E : κ → Matrix ι ι ℝ)
    {g : κ → κ → ℝ} (hg : ∀ p q, g p q = g q p) {ε : ℝ} {C : Matrix ι ι ℝ}
    (hC : C ∈ sector ι ε) : sigma A E g C ∈ sector ι ε := by
  have hC' : Cᵀ = ε • C := hC
  show (sigma A E g C)ᵀ = ε • sigma A E g C
  rw [sigma_transpose A E hg, hC']
  simp only [sigma, Matrix.mul_smul, Matrix.smul_mul, smul_add, Finset.smul_sum, smul_smul,
    mul_comm ε]
```

## (j) No coupling between the sectors

For symmetric g, symmetric C and antisymmetric D, show ⟨C, σ(D)⟩ = 0.

By (i), σ(D) is antisymmetric, and (g) applies; the Lean term composes these two results. A need not be symmetric, so σ is not assumed self-adjoint, and the other block ⟨D, σ(C)⟩ is not obtained by simply moving the same σ across the overlap. It vanishes by the same argument, since σ(C) is symmetric by (i), (g) gives ⟨σ(C), D⟩ = 0, and the real overlap is symmetric in its arguments; that block is not stated in Lean.

```lean
/-- For a symmetric opposite-spin coupling, the overlap of a symmetric CI vector with the sigma
vector of an antisymmetric one vanishes. -/
theorem overlap_sigma_sym_anti [Fintype ι] [Fintype κ] (A : Matrix ι ι ℝ) (E : κ → Matrix ι ι ℝ)
    {g : κ → κ → ℝ} (hg : ∀ p q, g p q = g q p) {C D : Matrix ι ι ℝ} (hC : C ∈ symSector ι)
    (hD : D ∈ antiSector ι) : overlap C (sigma A E g D) = 0 :=
  overlap_sym_anti hC (sigma_mem_sector A E hg hD)

end

end SpinFlipCI
```

```lean
#print axioms SpinFlipCI.spinFlip_sector_dimensions
-- 'SpinFlipCI.spinFlip_sector_dimensions' depends on axioms: [propext, Classical.choice, Quot.sound]
#print axioms SpinFlipCI.overlap_sigma_sym_anti
-- 'SpinFlipCI.overlap_sigma_sym_anti' depends on axioms: [propext, Classical.choice, Quot.sound]
```
